# Binding the transition state and all adsorbates more strongly by the same energy raises the surface rate, but the new rate times the old coverage is below the old rate

The model takes a surface rate `C * Real.exp (-b * T) / (1 + S)`, where `T` is the transition-state energy and `S` is the sum of the Boltzmann weights `Real.exp (-b * E i)` of finitely many adsorbates, relative to an empty site. The theorem `overbinding_all_speeds` says that, for positive `C` and `b`, shifting `T` and every `E i` by the same `d < 0` raises the rate, while the new rate times the original total coverage `q = S / (1 + S)` stays strictly below the old rate. The proof starts from the identity `rate_shift_all`, by which the old rate is the new one times `q + (1 - q) * Real.exp (b * d)`. Since `q < 1` and the exponential lies strictly between 0 and 1, this factor lies strictly between `q` and 1, which gives both inequalities.

The first attempt, which Lean rejects:

```lean
import Mathlib

open Finset

namespace OverbindingAllSpeeds

noncomputable section

variable {ι : Type*} [Fintype ι]

/-- The sum of the Boltzmann weights `exp (-b E i)` of all adsorbates, relative to an empty site. -/
def siteSum (b : ℝ) (E : ι → ℝ) : ℝ := ∑ i, Real.exp (-b * E i)

/-- The total coverage `q = S / (1 + S)`, where `S` is the sum of the Boltzmann weights. -/
def totalCoverage (b : ℝ) (E : ι → ℝ) : ℝ := siteSum b E / (1 + siteSum b E)

/-- The surface rate with prefactor `C`, inverse temperature `b`, transition-state energy `T`
and adsorbate energies `E`. -/
def rate (C b T : ℝ) (E : ι → ℝ) : ℝ := C * Real.exp (-b * T) / (1 + siteSum b E)

/-- The site partition function `1 + S` is positive. -/
theorem one_add_siteSum_pos (b : ℝ) (E : ι → ℝ) : 0 < 1 + siteSum b E := by
  have h : 0 ≤ siteSum b E := Finset.sum_nonneg fun i _ => (Real.exp_pos _).le
  linarith

/-- A common shift `d` of all adsorbate energies multiplies the sum of Boltzmann weights by
`exp (-b d)`. -/
theorem siteSum_shift (b d : ℝ) (E : ι → ℝ) :
    siteSum b (fun i => E i + d) = Real.exp (-b * d) * siteSum b E := by
  unfold siteSum
  rw [Finset.mul_sum]
  refine Finset.sum_congr rfl fun i _ => ?_
  rw [← Real.exp_add]
  congr 1
  ring

/-- When the transition state and all adsorbates shift by the same finite `d`, the old rate is
the new rate times `q + (1 - q) exp (b d)`, with `q` the total coverage before the shift. -/
theorem rate_shift_all (C b T d : ℝ) (E : ι → ℝ) :
    rate C b (T + d) (fun i => E i + d) *
      (totalCoverage b E + (1 - totalCoverage b E) * Real.exp (b * d)) = rate C b T E := by
  have h1 := one_add_siteSum_pos b E
  have h2 : 0 < 1 + Real.exp (-b * d) * siteSum b E := by
    rw [← siteSum_shift]
    exact one_add_siteSum_pos b _
  have huv : Real.exp (-b * d) * Real.exp (b * d) = 1 := by
    rw [← Real.exp_add]
    simp
  have hT : Real.exp (-b * (T + d)) = Real.exp (-b * T) * Real.exp (-b * d) := by
    rw [← Real.exp_add]
    congr 1
    ring
  have hq : totalCoverage b E + (1 - totalCoverage b E) * Real.exp (b * d) =
      (siteSum b E + Real.exp (b * d)) / (1 + siteSum b E) := by
    have hq' : totalCoverage b E * (1 + siteSum b E) = siteSum b E :=
      div_mul_cancel₀ _ h1.ne'
    rw [eq_div_iff h1.ne']
    linear_combination (1 - Real.exp (b * d)) * hq'
  unfold rate
  rw [siteSum_shift, hT, hq, div_mul_div_comm, div_eq_div_iff (mul_pos h2 h1).ne' h1.ne']
  linear_combination C * Real.exp (-b * T) * (1 + siteSum b E) * huv

/-- For positive `C` and `b`, overbinding the transition state and all adsorbates by the same
amount (`d < 0`) raises the rate, but the new rate times the original total coverage stays below
the old rate. -/
theorem overbinding_all_speeds {C b d : ℝ} (hC : 0 < C) (hb : 0 < b) (hd : d < 0)
    (T : ℝ) (E : ι → ℝ) :
    rate C b T E < rate C b (T + d) (fun i => E i + d) ∧
      totalCoverage b E * rate C b (T + d) (fun i => E i + d) < rate C b T E := by
  have key := rate_shift_all C b T d E
  have hR : 0 < rate C b (T + d) (fun i => E i + d) :=
    div_pos (mul_pos hC (Real.exp_pos _)) (one_add_siteSum_pos b _)
  -- some sites are always empty
  have hq : totalCoverage b E < 1 := by
    unfold totalCoverage
    rw [div_lt_one (one_add_siteSum_pos b E)]
    linarith
  have hu : Real.exp (b * d) < 1 := Real.exp_lt_one (mul_neg_of_pos_of_neg hb hd)
  have hp := mul_pos hR (sub_pos.2 hq)
  have p1 := mul_pos hp (sub_pos.2 hu)
  have p2 := mul_pos hp (Real.exp_pos (b * d))
  constructor
  · nlinarith [key, p1]
  · nlinarith [key, p2]

end

end OverbindingAllSpeeds
```

The compiler's answer:

```
Main.lean:78:36: error(lean.unknownIdentifier): Unknown constant `Real.exp_lt_one`
```

Diagnosis. The one error is a wrong name. The step `hu` has to show `Real.exp (b * d) < 1`, and it calls `Real.exp_lt_one`, but Lean reports that it knows no constant of that name, so the term given for `hu` cannot be elaborated.

The repair uses `Real.exp_lt_one_iff` instead, which says that `Real.exp x < 1` holds if and only if `x < 0`. Because this is an equivalence and not a function from one inequality to the other, the repair adds `.2` to pick the direction from `x < 0` to `Real.exp x < 1`. The argument stays as it was: `mul_neg_of_pos_of_neg hb hd` proves `b * d < 0` from `0 < b` and `d < 0`, which is just what that direction needs. The rest of the proof is unchanged.

The repair, with which the file compiles:

```diff
@@ -76,5 +76,5 @@
     rw [div_lt_one (one_add_siteSum_pos b E)]
     linarith
-  have hu : Real.exp (b * d) < 1 := Real.exp_lt_one (mul_neg_of_pos_of_neg hb hd)
+  have hu : Real.exp (b * d) < 1 := Real.exp_lt_one_iff.2 (mul_neg_of_pos_of_neg hb hd)
   have hp := mul_pos hR (sub_pos.2 hq)
   have p1 := mul_pos hp (sub_pos.2 hu)
```
